# For a Kramers state, a time-odd Zeeman coupling makes the two spin-phonon paths add

Take a ground orbital g and an excited orbital e, one energy unit apart, each with spin ↑ or ↓. A phonon coupling A exchanges the orbitals and keeps the spin; a model magnetic coupling M exchanges the orbitals and flips it. From g↑ to g↓ I can apply M first or A first. The energy denominator is −1 either way, and each path gives −1, so the total is −2.

Now I replace M by another Hermitian spin-flipping coupling N:

N g↑ = i e↓, N g↓ = i e↑, N e↑ = −i g↓, N e↓ = −i g↑.

The paths now give −i and +i, and they cancel. That is the Van Vleck cancellation I expected. Why does M escape it?

## Two signs that compensate each other

N commutes with time reversal T, while M anticommutes with it. This supplies one extra minus sign, which undoes the one behind the cancellation.

Let ⟨x,y⟩ be conjugate-linear in x. Time reversal T is conjugate-linear, with ⟨Tx,Ty⟩ = ⟨y,x⟩; for an odd number of electrons, T² = −1. Setting x = v and y = Tw gives

⟨Tv,w⟩ = −⟨Tw,v⟩.

Let P be the propagator carrying the energy denominators. Let A, P and M be symmetric, with TA = AT, TP = PT and TM = −MT. For any states u and v,

⟨Tv,APMu⟩ = −⟨T(APMu),v⟩
= +⟨APM(Tu),v⟩
= ⟨Tu,MPAv⟩.

With u = v the two orders are equal, so

⟨Tv,(APM+MPA)v⟩ = 2⟨Tv,APMv⟩.

The same steps give ⟨Tv,APAv⟩ = −⟨Tv,APAv⟩, hence zero. MPM also vanishes, because its two signs from M multiply to +1. For the perturbation A + BM in a field B, only the cross terms survive:

⟨Tv,(A+BM)P(A+BM)v⟩ = 2B⟨Tv,APMv⟩.

The properties of P can be derived from a Hamiltonian H that is symmetric and commutes with T. Let Q, with the same two properties, select the excluded subspace, and let E be real. The reduced resolvent satisfies

P(E−H) = 1−Q, (E−H)P = 1−Q, PQ = 0.

Evaluating P(E−H)P in two ways gives P − QP = P, so QP = 0. Then

⟨Px,y⟩ = ⟨Px,(1−Q)y⟩ = ⟨Px,(E−H)Py⟩
= ⟨(E−H)Px,Py⟩ = ⟨(1−Q)x,Py⟩ = ⟨x,Py⟩,

TPx = (1−Q)TPx = P(E−H)TPx
= PT(E−H)Px = PT(1−Q)x = PTx.

In Lean 4 with Mathlib:

```lean
import Mathlib

open scoped InnerProductSpace ComplexConjugate

namespace FieldInducedVanVleck

noncomputable section

variable {V : Type*} [NormedAddCommGroup V] [InnerProductSpace ℂ V]

/-- Time reversal for an odd number of electrons: a conjugate-linear map `T` that
conjugates inner products and squares to `-1`. -/
structure IsKramers (T : V →ₛₗ[starRingEnd ℂ] V) : Prop where
  inner_map : ∀ x y, ⟪T x, T y⟫_ℂ = ⟪y, x⟫_ℂ
  sq : ∀ x, T (T x) = -x

/-- The amplitude `⟨T v, X v⟩` with which the operator `X` takes `v` to its
time-reversed partner. -/
def spinFlip (T : V →ₛₗ[starRingEnd ℂ] V) (X : V →ₗ[ℂ] V) (v : V) : ℂ :=
  ⟪T v, X v⟫_ℂ

/-- `P` is the reduced resolvent of `H` at the real energy `E`: it inverts `E - H` outside
the subspace selected by `Q`, and vanishes on that subspace. -/
structure IsReducedResolvent (H Q P : V →ₗ[ℂ] V) (E : ℝ) : Prop where
  left : ∀ x, P ((E : ℂ) • x - H x) = x - Q x
  right : ∀ x, (E : ℂ) • P x - H (P x) = x - Q x
  excluded : ∀ x, P (Q x) = 0

variable {T : V →ₛₗ[starRingEnd ℂ] V} {A P M H Q : V →ₗ[ℂ] V} {E : ℝ}

/-- For time reversal with `T² = -1`, the form `⟨T v, w⟩` is antisymmetric in `v` and `w`. -/
theorem IsKramers.antisymm (h : IsKramers T) (v w : V) :
    ⟪T v, w⟫_ℂ = -⟪T w, v⟫_ℂ := by
  have e := h.inner_map v (T w)
  rw [h.sq, inner_neg_right] at e
  linear_combination -e

/-- Let `T² = -1`, let the symmetric maps `A`, `P` commute with `T`, and let the symmetric
map `M` anticommute with it. Then reversing the order of `A` and `M` exchanges the roles of
the two states `u` and `v`, with no change of sign. -/
theorem path_exchange (h : IsKramers T)
    (hA : A.IsSymmetric) (hP : P.IsSymmetric) (hM : M.IsSymmetric)
    (hAT : ∀ x, T (A x) = A (T x)) (hPT : ∀ x, T (P x) = P (T x))
    (hMT : ∀ x, T (M x) = -M (T x)) (u v : V) :
    ⟪T v, A (P (M u))⟫_ℂ = ⟪T u, M (P (A v))⟫_ℂ := by
  -- The sign from `M` cancels the sign from the antisymmetric form.
  rw [h.antisymm v (A (P (M u))), hAT, hPT, hMT, map_neg, map_neg, inner_neg_left,
    neg_neg, hA _ _, hP _ _, hM _ _]

/-- For `T² = -1`, symmetric `A`, `P` commuting with `T` and a symmetric Zeeman operator `M`
anticommuting with `T`, the two Zeeman-assisted spin-phonon paths add:
`⟨T v, (APM + MPA) v⟩ = 2 ⟨T v, APM v⟩`. -/
theorem zeeman_paths_add (h : IsKramers T)
    (hA : A.IsSymmetric) (hP : P.IsSymmetric) (hM : M.IsSymmetric)
    (hAT : ∀ x, T (A x) = A (T x)) (hPT : ∀ x, T (P x) = P (T x))
    (hMT : ∀ x, T (M x) = -M (T x)) (v : V) :
    spinFlip T (A ∘ₗ P ∘ₗ M + M ∘ₗ P ∘ₗ A) v = 2 * spinFlip T (A ∘ₗ P ∘ₗ M) v := by
  simp only [spinFlip, LinearMap.add_apply, LinearMap.comp_apply, inner_add_right]
  linear_combination -path_exchange h hA hP hM hAT hPT hMT v v

/-- Under the same hypotheses, the second-order spin-flip amplitude of the perturbation
`A + B M`, with `P` held fixed, is exactly linear in the field `B`. -/
theorem amplitude_linear_in_field (h : IsKramers T)
    (hA : A.IsSymmetric) (hP : P.IsSymmetric) (hM : M.IsSymmetric)
    (hAT : ∀ x, T (A x) = A (T x)) (hPT : ∀ x, T (P x) = P (T x))
    (hMT : ∀ x, T (M x) = -M (T x)) (B : ℝ) (v : V) :
    spinFlip T ((A + (B : ℂ) • M) ∘ₗ P ∘ₗ (A + (B : ℂ) • M)) v
      = 2 * (B : ℂ) * spinFlip T (A ∘ₗ P ∘ₗ M) v := by
  -- The terms of order zero and two equal their own negatives.
  have hAA : ⟪T v, A (P (A v))⟫_ℂ = 0 := by
    have e := h.antisymm v (A (P (A v)))
    rw [hAT, hPT, hAT, hA _ _, hP _ _, hA _ _] at e
    linear_combination e / 2
  have hMM : ⟪T v, M (P (M v))⟫_ℂ = 0 := by
    have e := h.antisymm v (M (P (M v)))
    rw [hMT, hPT, hMT, map_neg, map_neg, neg_neg, hM _ _, hP _ _, hM _ _] at e
    linear_combination e / 2
  simp only [spinFlip, LinearMap.comp_apply, LinearMap.add_apply, LinearMap.smul_apply,
    map_add, map_smul, inner_add_right, inner_smul_right, smul_add]
  linear_combination hAA + (B : ℂ) ^ 2 * hMM
    - (B : ℂ) * path_exchange h hA hP hM hAT hPT hMT v v

/-- The reduced resolvent has no component in the excluded subspace. -/
theorem IsReducedResolvent.proj_apply (hR : IsReducedResolvent H Q P E) (x : V) :
    Q (P x) = 0 := by
  have e := hR.left (P x)
  rw [hR.right x, map_sub, hR.excluded, sub_zero] at e
  exact sub_eq_self.mp e.symm

/-- The reduced resolvent is symmetric if `H` and `Q` are. -/
theorem IsReducedResolvent.symmetric (hR : IsReducedResolvent H Q P E)
    (hH : H.IsSymmetric) (hQ : Q.IsSymmetric) : P.IsSymmetric := by
  intro x y
  have e1 : ⟪P x, y - Q y⟫_ℂ = ⟪P x, y⟫_ℂ := by
    rw [inner_sub_right, ← hQ (P x) y, hR.proj_apply, inner_zero_left, sub_zero]
  have e2 : ⟪x - Q x, P y⟫_ℂ = ⟪x, P y⟫_ℂ := by
    rw [inner_sub_left, hQ x (P y), hR.proj_apply, inner_zero_right, sub_zero]
  rw [← e1, ← e2, ← hR.right y, ← hR.right x, inner_sub_right, inner_sub_left,
    inner_smul_right, inner_smul_left, Complex.conj_ofReal, hH (P x) (P y)]

/-- The reduced resolvent commutes with time reversal if `H` and `Q` do. -/
theorem IsReducedResolvent.time_even (hR : IsReducedResolvent H Q P E)
    (hHT : ∀ x, T (H x) = H (T x)) (hQT : ∀ x, T (Q x) = Q (T x)) (x : V) :
    T (P x) = P (T x) := by
  have e := hR.left (T (P x))
  -- Time reversal passes through `E - H` because `E` is real.
  have hK : (E : ℂ) • T (P x) - H (T (P x)) = T ((E : ℂ) • P x - H (P x)) := by
    rw [map_sub, map_smulₛₗ, Complex.conj_ofReal, hHT]
  rw [hK, hR.right x, map_sub, hQT, map_sub, hR.excluded, sub_zero, ← hQT,
    hR.proj_apply, map_zero, sub_zero] at e
  exact e.symm

/-- Let `T² = -1`, let `H`, `Q`, `A` be symmetric and commute with `T`, and let the symmetric
`M` anticommute with `T`. With the zero-field reduced resolvent `P` of `H`, the squared
second-order spin-flip amplitude of `A + B M` is `4 B² |⟨T v, APM v⟩|²`. -/
theorem squared_amplitude (h : IsKramers T) (hR : IsReducedResolvent H Q P E)
    (hH : H.IsSymmetric) (hQ : Q.IsSymmetric) (hA : A.IsSymmetric) (hM : M.IsSymmetric)
    (hHT : ∀ x, T (H x) = H (T x)) (hQT : ∀ x, T (Q x) = Q (T x))
    (hAT : ∀ x, T (A x) = A (T x)) (hMT : ∀ x, T (M x) = -M (T x)) (B : ℝ) (v : V) :
    ‖spinFlip T ((A + (B : ℂ) • M) ∘ₗ P ∘ₗ (A + (B : ℂ) • M)) v‖ ^ 2
      = 4 * B ^ 2 * ‖spinFlip T (A ∘ₗ P ∘ₗ M) v‖ ^ 2 := by
  have h2 : ‖(2 : ℂ)‖ = 2 := by norm_num
  rw [amplitude_linear_in_field h hA (hR.symmetric hH hQ) hM hAT
    (hR.time_even hHT hQT) hMT, norm_mul, norm_mul, h2, Complex.norm_real,
    Real.norm_eq_abs, mul_pow, mul_pow, sq_abs]
  ring

/-- Two orbitals times spin one-half, in the order ground up, ground down, excited up,
excited down. -/
abbrev Model := EuclideanSpace ℂ (Fin 4)

/-- Time reversal of the model: it conjugates amplitudes and flips the spin, with a sign. -/
def modelT : Model →ₛₗ[starRingEnd ℂ] Model where
  toFun x := !₂[-conj (x 1), conj (x 0), -conj (x 3), conj (x 2)]
  map_add' x y := by ext i; fin_cases i <;> simp <;> ring
  map_smul' c x := by ext i; fin_cases i <;> simp

/-- The operator with value `a` on the ground orbital and `b` on the excited orbital. -/
def level (a b : ℝ) : Model →ₗ[ℂ] Model where
  toFun x := !₂[a * x 0, a * x 1, b * x 2, b * x 3]
  map_add' x y := by ext i; fin_cases i <;> simp <;> ring
  map_smul' c x := by ext i; fin_cases i <;> simp <;> ring

/-- A coupling that exchanges the orbitals and keeps the spin. -/
def modelA : Model →ₗ[ℂ] Model where
  toFun x := !₂[x 2, x 3, x 0, x 1]
  map_add' x y := by ext i; fin_cases i <;> simp
  map_smul' c x := by ext i; fin_cases i <;> simp

/-- A magnetic coupling that exchanges the orbitals and flips the spin. -/
def modelM : Model →ₗ[ℂ] Model where
  toFun x := !₂[x 3, x 2, x 1, x 0]
  map_add' x y := by ext i; fin_cases i <;> simp
  map_smul' c x := by ext i; fin_cases i <;> simp

/-- The two-orbital model with unit splitting meets all the hypotheses of
`squared_amplitude`, and its path amplitude from the ground spin-up state is `-1`. -/
theorem squared_amplitude_witness :
    IsKramers modelT ∧ IsReducedResolvent (level 0 1) (level 1 0) (level 0 (-1)) 0 ∧
    (∀ a b, (level a b).IsSymmetric ∧ ∀ x, modelT (level a b x) = level a b (modelT x)) ∧
    modelA.IsSymmetric ∧ modelM.IsSymmetric ∧
    (∀ x, modelT (modelA x) = modelA (modelT x)) ∧
    (∀ x, modelT (modelM x) = -modelM (modelT x)) ∧
    spinFlip modelT (modelA ∘ₗ level 0 (-1) ∘ₗ modelM) !₂[1, 0, 0, 0] = -1 := by
  refine ⟨⟨fun x y => ?_, fun x => ?_⟩, ⟨fun x => ?_, fun x => ?_, fun x => ?_⟩,
    fun a b => ⟨fun x y => ?_, fun x => ?_⟩, fun x y => ?_, fun x y => ?_,
    fun x => ?_, fun x => ?_, ?_⟩
  · simp [modelT, PiLp.inner_apply, Fin.sum_univ_four]
    ring
  · ext i; fin_cases i <;> simp [modelT]
  · ext i; fin_cases i <;> simp [level]
  · ext i; fin_cases i <;> simp [level]
  · ext i; fin_cases i <;> simp [level]
  · simp [level, PiLp.inner_apply, Fin.sum_univ_four]
    ring
  · ext i; fin_cases i <;> simp [modelT, level]
  · simp [modelA, PiLp.inner_apply, Fin.sum_univ_four]
    ring
  · simp [modelM, PiLp.inner_apply, Fin.sum_univ_four]
    ring
  · ext i; fin_cases i <;> simp [modelT, modelA]
  · ext i; fin_cases i <;> simp [modelT, modelM]
  · simp [spinFlip, modelT, modelA, modelM, level, PiLp.inner_apply, Fin.sum_univ_four]

end

end FieldInducedVanVleck
```

```lean
#print axioms FieldInducedVanVleck.zeeman_paths_add
-- 'FieldInducedVanVleck.zeeman_paths_add' depends on axioms: [propext, Classical.choice, Quot.sound]
#print axioms FieldInducedVanVleck.squared_amplitude
-- 'FieldInducedVanVleck.squared_amplitude' depends on axioms: [propext, Classical.choice, Quot.sound]
```

In the file, `V` is any complex inner-product space, `IsKramers T` states the two properties of time reversal, and `spinFlip T X v` is ⟨Tv,Xv⟩. `IsSymmetric` means ⟨Xx,y⟩ = ⟨x,Xy⟩. The main identity is `zeeman_paths_add`; `squared_amplitude` takes H and Q in place of assumptions on P and gives 4B²|⟨Tv,APMv⟩|². The vector v is arbitrary; physically it is a normalised member of a Kramers doublet at energy E.

The operators map all of `V` into itself, so an unbounded Hamiltonian is covered only when `V` is a common domain that all the operators preserve. A is the electronic factor of the coupling, and P stays at its zero-field value, without phonon energies or Zeeman shifts in the denominators. A relaxation rate would also need the phonon density of states and occupation.

`IsKramers.antisymm` supplies the first sign. `path_exchange` rewrites with it, moves T inward and then transfers the symmetric maps across the inner product; `linear_combination` adds the equal paths. In `amplitude_linear_in_field`, `hAA` and `hMM` are the two vanishing terms. The lemmas `proj_apply`, `symmetric` and `time_even` follow the resolvent calculation above.

The type `V →ₛₗ[starRingEnd ℂ] V` builds conjugation into T: T(cx) = c̄ Tx. When T passes E−H, `map_smulₛₗ` therefore produces the conjugate of E, and `Complex.conj_ofReal` removes it because E is real.

`squared_amplitude_witness` confirms that the opening model with M meets the hypotheses and that its APM amplitude is −1. This M is a simplified effective coupling: between pure products of orbital and spin, the bare Zeeman operator, an orbital term plus a spin term, cannot change both at once. When H includes spin-orbit coupling, its eigenstates mix such products, and the Zeeman operator can then connect a state of one Kramers doublet to either partner of another. The coupling N shows that the hypothesis TM = −MT cannot simply be dropped: N is symmetric too, but it commutes with T, and the sum is 0 while twice the first path is −2i.

In a calculation of one-phonon, field-assisted Kramers spin relaxation that uses this amplitude, with zero-field denominators that omit the phonon energy, keeping only one of the two orders of A and M halves the amplitude and quarters its square.
